# The sum of the three pairwise exchanges of three distinct qubits is three times a Hermitian projector

For a finite set of qubits, let F_ij be the operator that swaps the qubits at sites i and j. The theorem `triple_projector` says that, for distinct sites i, j and k, F_ij + F_ik + F_jk = 3P, where P is defined as a third of that sum, and that P² = P and P is Hermitian. The states are arbitrary complex amplitude functions on the qubit configurations and need not be normalised. The proof shows that the sum is unchanged when multiplied on the right by any of its three exchanges, so that its square is three times itself, which gives P² = P. That P is Hermitian follows from the same property of each exchange.

The first attempt, which Lean rejects:

```lean
import Mathlib

open scoped ComplexOrder Matrix

namespace MajumdarGhosh

noncomputable section

/-- A state of qubits on the sites `ι`: one amplitude for each configuration. -/
abbrev State (ι : Type*) := (ι → Fin 2) → ℂ

variable {ι : Type*} [DecidableEq ι]

/-- The exchange operator `F_ij`, which swaps the qubits at sites `i` and `j`. -/
def exchange (i j : ι) : Module.End ℂ (State ι) where
  toFun ψ := fun s => ψ (s ∘ Equiv.swap i j)
  map_add' _ _ := rfl
  map_smul' _ _ := rfl

/-- The sum of the three exchanges among the sites `i`, `j`, `k`. -/
def triple (i j k : ι) : Module.End ℂ (State ι) :=
  exchange i j + exchange i k + exchange j k

/-- One third of the sum of the three exchanges. -/
def tripleProjector (i j k : ι) : Module.End ℂ (State ι) :=
  (1 / 3 : ℂ) • triple i j k

/-- The exchange operator does not depend on the order of its two sites. -/
theorem exchange_comm (i j : ι) : exchange i j = exchange j i := by
  refine LinearMap.ext fun ψ => funext fun s => ?_
  change ψ (s ∘ Equiv.swap i j) = ψ (s ∘ Equiv.swap j i)
  rw [Equiv.swap_comm]

/-- The exchange operator is Hermitian. -/
theorem exchange_hermitian [Fintype ι] (i j : ι) (φ ψ : State ι) :
    star φ ⬝ᵥ exchange i j ψ = star (exchange i j φ) ⬝ᵥ ψ := by
  have hinv : Function.Involutive (fun s : ι → Fin 2 => s ∘ Equiv.swap i j) := by
    intro s
    funext x
    simp
  simp only [dotProduct]
  refine Fintype.sum_equiv hinv.toPerm _ _ fun s => ?_
  change star (φ s) * ψ (s ∘ Equiv.swap i j) =
    star (φ ((s ∘ Equiv.swap i j) ∘ Equiv.swap i j)) * ψ (s ∘ Equiv.swap i j)
  rw [show (s ∘ Equiv.swap i j) ∘ Equiv.swap i j = s from hinv s]

/-- The triple operator is unchanged when its sites are permuted cyclically. -/
theorem triple_rotate (i j k : ι) : triple j k i = triple i j k := by
  unfold triple
  rw [exchange_comm j i, exchange_comm k i]
  abel

/-- For qubits at distinct sites `i`, `j`, `k`, the triple operator is unchanged when multiplied on
the right by the exchange of `i` and `j`. -/
theorem triple_mul_exchange {i j k : ι} (hij : i ≠ j) (hik : i ≠ k) (hjk : j ≠ k) :
    triple i j k * exchange i j = triple i j k := by
  refine LinearMap.ext fun ψ => funext fun s => ?_
  change ψ ((s ∘ Equiv.swap i j) ∘ Equiv.swap i j) +
      ψ ((s ∘ Equiv.swap i k) ∘ Equiv.swap i j) +
      ψ ((s ∘ Equiv.swap j k) ∘ Equiv.swap i j) =
    ψ (s ∘ Equiv.swap i j) + ψ (s ∘ Equiv.swap i k) + ψ (s ∘ Equiv.swap j k)
  have e1 : (s ∘ Equiv.swap i j) ∘ Equiv.swap i j = s := by
    funext x
    simp
  -- two of three qubit values always coincide
  have pigeon : ∀ a b c : Fin 2, a = b ∨ a = c ∨ b = c := by decide
  rcases pigeon (s i) (s j) (s k) with h | h | h
  · have e2 : (s ∘ Equiv.swap i k) ∘ Equiv.swap i j = s ∘ Equiv.swap j k := by
      funext x
      simp only [Function.comp_apply, Equiv.swap_apply_def]
      grind
    have e3 : (s ∘ Equiv.swap j k) ∘ Equiv.swap i j = s ∘ Equiv.swap i k := by
      funext x
      simp only [Function.comp_apply, Equiv.swap_apply_def]
      grind
    have e4 : s ∘ Equiv.swap i j = s := by
      funext x
      simp only [Function.comp_apply, Equiv.swap_apply_def]
      grind
    rw [e1, e2, e3, e4]
    ring
  · have e3 : (s ∘ Equiv.swap j k) ∘ Equiv.swap i j = s ∘ Equiv.swap j k := by
      funext x
      simp only [Function.comp_apply, Equiv.swap_apply_def]
      grind
    have e4 : s ∘ Equiv.swap i k = s := by
      funext x
      simp only [Function.comp_apply, Equiv.swap_apply_def]
      grind
    rw [e1, e3, e4]
    ring
  · have e2 : (s ∘ Equiv.swap i k) ∘ Equiv.swap i j = s ∘ Equiv.swap i k := by
      funext x
      simp only [Function.comp_apply, Equiv.swap_apply_def]
      grind
    have e4 : s ∘ Equiv.swap j k = s := by
      funext x
      simp only [Function.comp_apply, Equiv.swap_apply_def]
      grind
    rw [e1, e2, e4]
    ring

/-- For three distinct qubits, `F_ij + F_ik + F_jk` is three times a Hermitian projector. -/
theorem triple_projector [Fintype ι] {i j k : ι} (hij : i ≠ j) (hik : i ≠ k) (hjk : j ≠ k) :
    triple i j k = (3 : ℂ) • tripleProjector i j k ∧
    tripleProjector i j k * tripleProjector i j k = tripleProjector i j k ∧
    ∀ φ ψ : State ι, star φ ⬝ᵥ tripleProjector i j k ψ =
      star (tripleProjector i j k φ) ⬝ᵥ ψ := by
  have h1 := triple_mul_exchange hij hik hjk
  have h2 := triple_mul_exchange hik.symm hjk.symm hij
  rw [← triple_rotate k i j, triple_rotate i j k, exchange_comm k i] at h2
  have h3 := triple_mul_exchange hjk hij.symm hik.symm
  rw [triple_rotate i j k] at h3
  have hsq : triple i j k * triple i j k = (3 : ℂ) • triple i j k := by
    calc triple i j k * triple i j k
        = triple i j k * exchange i j + triple i j k * exchange i k
          + triple i j k * exchange j k := by
          rw [← mul_add, ← mul_add]
          rfl
      _ = (3 : ℂ) • triple i j k := by
          rw [h1, h2, h3]
          module
  refine ⟨?_, ?_, fun φ ψ => ?_⟩
  · unfold tripleProjector
    module
  · rw [tripleProjector, smul_mul_smul_comm, hsq, smul_smul]
    congr 1
    norm_num
  · have hs : star (1 / 3 : ℂ) = 1 / 3 := by simp
    simp only [tripleProjector, triple, LinearMap.smul_apply, LinearMap.add_apply,
      dotProduct_smul, star_smul, smul_dotProduct, dotProduct_add, star_add,
      add_dotProduct, exchange_hermitian, hs]

end

end MajumdarGhosh
```

Compiling this gives:

```
Main.lean:111:29: error: Tactic `rewrite` failed: Did not find an occurrence of the pattern
  triple j k i
in the target expression
  triple i j k * exchange k i = triple i j k

ι : Type u_1
inst✝¹ : DecidableEq ι
inst✝ : Fintype ι
i j k : ι
hij : i ≠ j
hik : i ≠ k
hjk : j ≠ k
h1 : triple i j k * exchange i j = triple i j k
h2 : triple i j k * exchange k i = triple i j k
⊢ triple i j k = 3 • tripleProjector i j k ∧
    tripleProjector i j k * tripleProjector i j k = tripleProjector i j k ∧
      ∀ (φ ψ : State ι), star φ ⬝ᵥ (tripleProjector i j k) ψ = star ((tripleProjector i j k) φ) ⬝ᵥ ψ
```

After these edits no error is left:

```diff
@@ -109,5 +109,5 @@
   have h1 := triple_mul_exchange hij hik hjk
   have h2 := triple_mul_exchange hik.symm hjk.symm hij
-  rw [← triple_rotate k i j, triple_rotate i j k, exchange_comm k i] at h2
+  rw [← triple_rotate k i j, exchange_comm k i] at h2
   have h3 := triple_mul_exchange hjk hij.symm hik.symm
   rw [triple_rotate i j k] at h3
```

The error is in the rewriting of `h2`, which starts as `triple k i j * exchange k i = triple k i j` and has to be put in terms of `triple i j k`. The lemma `triple_rotate k i j` states `triple i j k = triple k i j`, so the first rewrite, which uses it from right to left, already turns both occurrences of `triple k i j` into `triple i j k`. The next rewrite, with `triple_rotate i j k`, looks for `triple j k i`. That term was not in `h2` at the start and the first rewrite does not produce it, so `rw` fails because it can't find its pattern.

The repair deletes this second rewrite, which is not needed because the first has already produced `triple i j k`. The remaining one, `exchange_comm k i`, then turns `exchange k i` into `exchange i k`, and `h2` becomes `triple i j k * exchange i k = triple i j k`, the form that the calculation of the square uses.
